# Exact minimum of the off-diagonal Marzari–Vanderbilt spread for two states and one unitary gauge

Two orthonormal orbitals \(\psi_0,\psi_1\) of a finite system can be mixed by a \(2\times2\) unitary \(U\) into \(\phi_m=\sum_l \psi_l U_{lm}\) without changing the subspace they span. How localised can the pair be made? Let \(r_a\), \(a=0,\dots,d-1\), be the position components, \((X_a)_{lm}=\langle\psi_l|r_a|\psi_m\rangle\), \(P\) the projector on the subspace and \(Q=1-P\). Inserting \(P+Q\) into \(\langle\phi_m|r_a^2|\phi_m\rangle\) splits the total spread as
\[ \sum_{a,m}\big(\langle r_a^2\rangle_m-\langle r_a\rangle_m^2\big)=\sum_a \mathrm{tr}(P r_a Q r_a)+\Omega(U), \]
\[ \Omega(U)=\sum_a\Big(|(U^\dagger X_aU)_{01}|^2+|(U^\dagger X_aU)_{10}|^2\Big), \]
where \(\langle\cdot\rangle_m\) is the expectation value in \(\phi_m\). The first term is independent of \(U\), so localisation means minimising \(\Omega\). For two states and a single gauge matrix the minimum has a closed form, against which an iterative orbital-localisation code can be compared.

## The minimum in terms of a 3 by 3 matrix

Write \(X_a=c_a 1+x_a\cdot\sigma\) with \(c_a\) real and \(x_a\in\mathbb R^3\); this is the general form of a Hermitian \(2\times2\) matrix. Components carry \(k=0,1,2\), so \(\sigma_0,\sigma_1,\sigma_2\) denote \(\sigma_x,\sigma_y,\sigma_z\). Let \(G=\sum_a x_ax_a^T\), with largest eigenvalue \(\lambda_{\max}\), and let \(n_k=(U^\dagger\sigma_kU)_{00}\) be the Bloch vector of the first column of \(U\). Then
\[ \min_{U\in U(2)}\Omega(U)=2\,(\mathrm{tr}\,G-\lambda_{\max}), \]
and a unitary \(U\) attains this value exactly when \(Gn=\lambda_{\max}n\).

*One operator.* Take \(X=c1+Y\) with \(Y=x\cdot\sigma\), so \(Y^\dagger=Y\) and \(Y^2=|x|^2 1\). Since \(U^\dagger U=1\), we have \(U^\dagger XU=c1+N\) with \(N=U^\dagger YU\), and \(c\) shifts only the diagonal. \(N\) is Hermitian, \(N^2=U^\dagger Y(UU^\dagger)YU=|x|^2 1\), and \(N_{00}=x\cdot n\). The \(00\) entry of \(N^2\) gives \((x\cdot n)^2+|N_{01}|^2=|x|^2\), and \(|N_{10}|=|N_{01}|\), so the off-diagonal weight is \(2(|x|^2-(x\cdot n)^2)\).

*The sum.* Because \(\sum_a|x_a|^2=\mathrm{tr}\,G\) and \(\sum_a(x_a\cdot n)^2=n^TGn\),
\[ \Omega(U)=2\,(\mathrm{tr}\,G-n^TGn). \]

*The available \(n\).* If the first column of \(U\) is \((u,v)\), then \(n_0+in_1=2\bar uv\) and \(n_2=|u|^2-|v|^2\), so \(|n|^2=(|u|^2+|v|^2)^2=1\). Conversely, for a unit vector with \(n_2\neq-1\) set
\[ t=\frac1{\sqrt{2(1+n_2)}},\quad u=t(1+n_2),\quad v=t(n_0+in_1),\quad U=\begin{pmatrix}u&-\bar v\\ v&\bar u\end{pmatrix}. \]
With \(n_0^2+n_1^2=1-n_2^2\) one finds \(|u|^2+|v|^2=2t^2(1+n_2)=1\), \(2\bar uv=n_0+in_1\) and \(|u|^2-|v|^2=2t^2(1+n_2)\,n_2=n_2\). At \(n=(0,0,-1)\) take \(u=0\), \(v=1\).

*The bound.* Diagonalise \(GV=V\,\mathrm{diag}(\lambda_0,\lambda_1,\lambda_2)\) with \(V\) orthogonal and put \(n=Vw\), \(|w|=1\). Then
\[ \lambda_{\max}-n^TGn=\sum_i(\lambda_{\max}-\lambda_i)\,w_i^2\ \ge 0. \]
Equality requires \(\lambda_iw_i=\lambda_{\max}w_i\) for each \(i\), that is \(Gn=\lambda_{\max}n\). A column of \(V\) belonging to \(\lambda_{\max}\) is a unit vector, hence a Bloch vector, so the bound is reached.

*Few operators.* For \(d=0\) both sides vanish. For \(d=1\), \(\mathrm{tr}\,G=\lambda_{\max}=|x_0|^2\) and the minimum is zero, as it must be, since one Hermitian matrix can be diagonalised. For \(X_0=\sigma_x\), \(X_1=\sigma_z\), \(G=\mathrm{diag}(1,0,1)\), and the minimum \(2\) is attained on the whole circle \(n_1=0\). These examples and the splitting of the total spread are ordinary algebra that no theorem below states.

## Operators, gauges and the matrix G in Lean

```lean
import Mathlib

open Matrix

namespace TwoBandSpread

noncomputable section
```

The Pauli matrices are listed in the order \(x,y,z\), and `twoBand c x` is \(c1+x\cdot\sigma\). Hermiticity of \(X_a\) is built into this parametrisation through the real types of `c` and `x`.

```lean
/-- The three Pauli matrices. -/
def pauli : Fin 3 → Matrix (Fin 2) (Fin 2) ℂ :=
  ![!![0, 1; 1, 0], !![0, -Complex.I; Complex.I, 0], !![1, 0; 0, -1]]

/-- The two-band operator `c 1 + x · σ`. -/
def twoBand (c : ℝ) (x : Fin 3 → ℝ) : Matrix (Fin 2) (Fin 2) ℂ :=
  (c : ℂ) • (1 : Matrix (Fin 2) (Fin 2) ℂ) + ∑ k, (x k : ℂ) • pauli k
```

`offDiagSq` counts both off-diagonal entries, which is the origin of the factor 2. `spread c x U` is \(\Omega(U)\), with `Uᴴ` for \(U^\dagger\) and `a` running over `Fin d` for any natural number \(d\). It is defined for every complex matrix; unitarity enters in the theorems as membership in `unitaryGroup (Fin 2) ℂ`, the full group \(U(2)\).

```lean
/-- Sum of the squared moduli of the two off-diagonal entries. -/
def offDiagSq (M : Matrix (Fin 2) (Fin 2) ℂ) : ℝ :=
  Complex.normSq (M 0 1) + Complex.normSq (M 1 0)

/-- Off-diagonal spread of the operators `X_a = c_a 1 + x_a · σ` in the gauge `U`. -/
def spread {d : ℕ} (c : Fin d → ℝ) (x : Fin d → Fin 3 → ℝ) (U : Matrix (Fin 2) (Fin 2) ℂ) : ℝ :=
  ∑ a, offDiagSq (Uᴴ * twoBand (c a) (x a) * U)
```

`bloch U` takes the real part of \((U^\dagger\sigma_kU)_{00}\) to land in \(\mathbb R^3\). Nothing is lost, since a diagonal entry of a Hermitian matrix is real.

```lean
/-- Bloch vector of the first column of `U`: the expectation values of the Pauli matrices. -/
def bloch (U : Matrix (Fin 2) (Fin 2) ℂ) : Fin 3 → ℝ :=
  fun k => ((Uᴴ * pauli k * U) 0 0).re
```

`gram x` is \(G\), with `vecMulVec (x a) (x a)` the outer product \(x_ax_a^T\). `lambdaMax` is the maximum of the three eigenvalues that Mathlib attaches to a proof of `IsHermitian`, which for a real matrix means symmetric.

```lean
/-- The matrix `G = ∑_a x_a x_aᵀ`. -/
def gram {d : ℕ} (x : Fin d → Fin 3 → ℝ) : Matrix (Fin 3) (Fin 3) ℝ :=
  ∑ a, vecMulVec (x a) (x a)

/-- Largest eigenvalue of a real symmetric 3 by 3 matrix. -/
def lambdaMax {G : Matrix (Fin 3) (Fin 3) ℝ} (hG : G.IsHermitian) : ℝ :=
  Finset.univ.sup' Finset.univ_nonempty hG.eigenvalues
```

The \(X_a\) are given data and \(U\) is one matrix. In a crystal the Marzari–Vanderbilt gauge is a function of crystal momentum, and the gauge-dependent spread then also contains matrix elements between different cells; neither appears in these definitions. The invariant term \(\sum_a\mathrm{tr}(Pr_aQr_a)\) and subspaces of more than two states are not modelled either.

## Bloch vectors fill the unit sphere

Two lemmas give explicit entries. `bloch_eq` is the pair of formulas for \(n_0+in_1\) and \(n_2\), with \(u\) and \(v\) written `U 0 0` and `U 1 0`.

```lean
/-- Explicit entries of `c 1 + x · σ`. -/
theorem twoBand_eq (c : ℝ) (x : Fin 3 → ℝ) : twoBand c x =
    !![(c : ℂ) + x 2, x 0 - x 1 * Complex.I; x 0 + x 1 * Complex.I, (c : ℂ) - x 2] := by
  ext i j
  fin_cases i <;> fin_cases j <;> simp [twoBand, pauli, Fin.sum_univ_three] <;> ring

/-- The Bloch vector in terms of the two amplitudes of the first column of `U`. -/
theorem bloch_eq (U : Matrix (Fin 2) (Fin 2) ℂ) : bloch U =
    ![2 * ((U 0 0).re * (U 1 0).re + (U 0 0).im * (U 1 0).im),
      2 * ((U 0 0).re * (U 1 0).im - (U 0 0).im * (U 1 0).re),
      Complex.normSq (U 0 0) - Complex.normSq (U 1 0)] := by
  funext k
  fin_cases k <;>
    simp [bloch, pauli, Matrix.mul_apply, Fin.sum_univ_two, Complex.normSq_apply] <;> ring
```

In `unit_iff_bloch`, the step `su` shows that the matrix built from a normalised pair \((u,v)\) is unitary. The case split on `n 2 = -1` handles the south pole. Elsewhere only \(t^2\cdot2(1+n_2)=1\) is kept, as `ht`, and the `linear_combination` calls of this branch are the normalisation and the component identities computed above. The converse uses the \(00\) entry of \(U^\dagger U=1\).

Using the formula for \(t\) on the whole sphere would be an error. At \(n_2=-1\) the spinor \((1+n_2,\,n_0+in_1)\) is zero and cannot be normalised; Lean's \(1/0=0\) would give \(t=0\) and the zero matrix, which is not unitary. The point matters, since the theorem is applied to whatever unit eigenvector the diagonalisation supplies.

```lean
/-- A vector of `ℝ³` has unit length exactly when it is the Bloch vector of a unitary. -/
theorem unit_iff_bloch (n : Fin 3 → ℝ) :
    n ⬝ᵥ n = 1 ↔ ∃ U ∈ unitaryGroup (Fin 2) ℂ, bloch U = n := by
  constructor
  · intro hn'
    have hn : n 0 * n 0 + n 1 * n 1 + n 2 * n 2 = 1 := by
      simpa [dotProduct, Fin.sum_univ_three] using hn'
    -- a normalised spinor extends to an SU(2) matrix
    have su : ∀ u v : ℂ, u.re * u.re + u.im * u.im + (v.re * v.re + v.im * v.im) = 1 →
        !![u, -star v; v, star u] ∈ unitaryGroup (Fin 2) ℂ := by
      intro u v h
      rw [mem_unitaryGroup_iff']
      ext i j
      fin_cases i <;> fin_cases j <;> apply Complex.ext <;>
        simp [Matrix.mul_apply, Fin.sum_univ_two, Matrix.star_apply] <;>
        linarith
    by_cases hz : n 2 = -1
    · have h : n 0 * n 0 + n 1 * n 1 = 0 := by rw [hz] at hn; linarith
      obtain ⟨h0, h1⟩ := mul_self_add_mul_self_eq_zero.mp h
      refine ⟨_, su 0 1 (by simp), ?_⟩
      rw [bloch_eq]
      funext k
      fin_cases k <;> simp [h0, h1, hz]
    · have hge : -1 ≤ n 2 := by nlinarith [mul_self_nonneg (n 0), mul_self_nonneg (n 1)]
      have hlt : -1 < n 2 := lt_of_le_of_ne hge (Ne.symm hz)
      have hp : 0 < 2 * (1 + n 2) := by linarith
      obtain ⟨t, ht⟩ : ∃ t : ℝ, t * t * (2 * (1 + n 2)) = 1 :=
        ⟨√(1 / (2 * (1 + n 2))), by
          rw [Real.mul_self_sqrt (one_div_pos.mpr hp).le]; exact one_div_mul_cancel hp.ne'⟩
      refine ⟨_, su ⟨t * (1 + n 2), 0⟩ ⟨t * n 0, t * n 1⟩
        (by dsimp only; linear_combination ht + t * t * hn), ?_⟩
      rw [bloch_eq]
      funext k
      fin_cases k
      · simp
        linear_combination n 0 * ht
      · simp
        linear_combination n 1 * ht
      · simp [Complex.normSq_apply]
        linear_combination n 2 * ht - t * t * hn
  · rintro ⟨U, hU, rfl⟩
    have h := congrArg Complex.re (congrFun (congrFun (mem_unitaryGroup_iff'.mp hU) 0) 0)
    simp [Matrix.mul_apply, Fin.sum_univ_two, Matrix.star_apply] at h
    rw [bloch_eq]
    simp [dotProduct, Fin.sum_univ_three, Complex.normSq_apply]
    linear_combination ((U 0 0).re * (U 0 0).re + (U 0 0).im * (U 0 0).im +
      ((U 1 0).re * (U 1 0).re + (U 1 0).im * (U 1 0).im) + 1) * h
```

## The spread as a quadratic form

`offDiagSq_conj` treats one operator, with `twoBand 0 x` as \(Y\). Steps `hYh` and `hY2` establish \(Y^\dagger=Y\) and \(Y^2=|x|^21\) entry by entry, and `hM` separates the constant. Then `hN2`, `hNh` and `hre` give \(N^2=|x|^21\), \(N^\dagger=N\) and \(\mathrm{Re}\,N_{00}=x\cdot n\), while `him` makes \(N_{00}\) real. The real part of the \(00\) entry of \(N^2\) is `e`, from which `nlinarith` concludes.

```lean
/-- In a unitary gauge with Bloch vector `n`, the off-diagonal weight of `c 1 + x · σ`
is `2 (|x|² - (x · n)²)`. -/
theorem offDiagSq_conj {U : Matrix (Fin 2) (Fin 2) ℂ} (hU : U ∈ unitaryGroup (Fin 2) ℂ)
    (c : ℝ) (x : Fin 3 → ℝ) :
    offDiagSq (Uᴴ * twoBand c x * U) = 2 * (x ⬝ᵥ x - (x ⬝ᵥ bloch U) ^ 2) := by
  have h1 : Uᴴ * U = 1 := mem_unitaryGroup_iff'.mp hU
  have h2 : U * Uᴴ = 1 := mem_unitaryGroup_iff.mp hU
  have hY2 : twoBand 0 x * twoBand 0 x
      = ((x ⬝ᵥ x : ℝ) : ℂ) • (1 : Matrix (Fin 2) (Fin 2) ℂ) := by
    rw [twoBand_eq]
    ext i j
    fin_cases i <;> fin_cases j <;> apply Complex.ext <;>
      simp [Matrix.mul_apply, Fin.sum_univ_two, dotProduct, Fin.sum_univ_three] <;> ring
  have hYh : (twoBand 0 x)ᴴ = twoBand 0 x := by
    rw [twoBand_eq]
    ext i j
    fin_cases i <;> fin_cases j <;> apply Complex.ext <;> simp [Matrix.conjTranspose_apply]
  have hX : twoBand c x = (c : ℂ) • (1 : Matrix (Fin 2) (Fin 2) ℂ) + twoBand 0 x := by
    simp [twoBand]
  obtain ⟨N, hN⟩ : ∃ N, N = Uᴴ * twoBand 0 x * U := ⟨_, rfl⟩
  -- the constant only shifts the diagonal
  have hM : Uᴴ * twoBand c x * U = (c : ℂ) • (1 : Matrix (Fin 2) (Fin 2) ℂ) + N := by
    rw [hX, mul_add, add_mul, Matrix.mul_smul, Matrix.mul_one, Matrix.smul_mul, h1, hN]
  -- N is Hermitian, squares to |x|², and N₀₀ = x · n
  have hN2 : N * N = ((x ⬝ᵥ x : ℝ) : ℂ) • (1 : Matrix (Fin 2) (Fin 2) ℂ) :=
    calc N * N = Uᴴ * twoBand 0 x * (U * Uᴴ) * twoBand 0 x * U := by
          simp only [hN, mul_assoc]
      _ = Uᴴ * (twoBand 0 x * twoBand 0 x) * U := by
          rw [h2]; simp only [mul_one, mul_assoc]
      _ = _ := by rw [hY2, Matrix.mul_smul, Matrix.mul_one, Matrix.smul_mul, h1]
  have hNh : Nᴴ = N := by
    simp only [hN, conjTranspose_mul, conjTranspose_conjTranspose, hYh, mul_assoc]
  have h10 : N 1 0 = star (N 0 1) := (congrFun (congrFun hNh 1) 0).symm
  have him : (N 0 0).im = 0 := Complex.conj_eq_iff_im.mp (congrFun (congrFun hNh 0) 0)
  have hre : (N 0 0).re = x ⬝ᵥ bloch U := by
    simp only [hN, twoBand, Fin.sum_univ_three, Complex.ofReal_zero, zero_smul, zero_add,
      mul_add, add_mul, Matrix.mul_smul, Matrix.smul_mul, Matrix.add_apply, Matrix.smul_apply,
      smul_eq_mul, Complex.add_re, Complex.re_ofReal_mul, dotProduct, bloch]
  have e := congrArg Complex.re (congrFun (congrFun hN2 0) 0)
  simp [Matrix.mul_apply, Fin.sum_univ_two, h10, him] at e
  rw [hM, ← hre]
  simp [offDiagSq, Complex.normSq_apply, h10]
  nlinarith [e]
```

`spread_eq` sums over \(a\), using `htr` for the trace and `hq` for the quadratic form.

```lean
/-- In a unitary gauge with Bloch vector `n`, the spread is `2 (tr G - nᵀ G n)`. -/
theorem spread_eq {d : ℕ} (c : Fin d → ℝ) (x : Fin d → Fin 3 → ℝ)
    {U : Matrix (Fin 2) (Fin 2) ℂ} (hU : U ∈ unitaryGroup (Fin 2) ℂ) :
    spread c x U = 2 * (trace (gram x) - bloch U ⬝ᵥ gram x *ᵥ bloch U) := by
  have htr : trace (gram x) = ∑ a, x a ⬝ᵥ x a := by
    rw [gram, trace_sum]
    exact Finset.sum_congr rfl fun a _ => by simp [trace, vecMulVec_apply, dotProduct]
  have hq : ∀ n : Fin 3 → ℝ, n ⬝ᵥ gram x *ᵥ n = ∑ a, (x a ⬝ᵥ n) ^ 2 := by
    intro n
    simp only [gram, dotProduct, mulVec, Matrix.sum_apply, vecMulVec_apply, Fin.sum_univ_three,
      Finset.sum_mul, Finset.mul_sum, ← Finset.sum_add_distrib]
    exact Finset.sum_congr rfl fun a _ => by ring
  rw [htr, hq, ← Finset.sum_sub_distrib, Finset.mul_sum, spread]
  exact Finset.sum_congr rfl fun a _ => offDiagSq_conj hU _ _
```

## The Rayleigh bound

`gram_isHermitian` supplies the symmetry that `lambdaMax` needs, and `exists_diag` restates Mathlib's spectral theorem as an orthogonal \(V\) with \(GV=V\,\mathrm{diag}(\lambda_0,\lambda_1,\lambda_2)\).

```lean
/-- The matrix `G` is symmetric. -/
theorem gram_isHermitian {d : ℕ} (x : Fin d → Fin 3 → ℝ) : (gram x).IsHermitian := by
  apply Matrix.IsHermitian.ext
  intro i j
  simp [gram, Matrix.sum_apply, vecMulVec_apply, mul_comm]

/-- A real symmetric matrix is diagonalised by an orthogonal matrix. -/
theorem exists_diag {G : Matrix (Fin 3) (Fin 3) ℝ} (hG : G.IsHermitian) :
    ∃ V : Matrix (Fin 3) (Fin 3) ℝ,
      Vᵀ * V = 1 ∧ V * Vᵀ = 1 ∧ G * V = V * diagonal hG.eigenvalues := by
  have hs : ∀ V : Matrix (Fin 3) (Fin 3) ℝ, star V = Vᵀ := fun V => by
    rw [star_eq_conjTranspose, conjTranspose_eq_transpose_of_trivial]
  refine ⟨hG.eigenvectorUnitary, ?_, ?_, ?_⟩
  · rw [← hs]; exact mem_unitaryGroup_iff'.mp hG.eigenvectorUnitary.2
  · rw [← hs]; exact mem_unitaryGroup_iff.mp hG.eigenvectorUnitary.2
  · ext i j
    have h := congrFun (hG.mulVec_eigenvectorBasis j) i
    rw [mul_diagonal]
    exact h.trans (mul_comm _ _)
```

In `rayleigh`, \(w=V^Tn\), `iso` says that \(V\) preserves dot products, `key` is the displayed identity for the gap, and `hnn` gives the sign of each term. If the sum vanishes, every term does, so for each \(i\) either \(\lambda_i=\lambda_{\max}\) or \(w_i=0\); both give `hd`, the eigenvalue equation in the eigenbasis.

```lean
/-- Rayleigh bound: `nᵀ G n ≤ λ_max` for a unit vector `n`, with equality exactly when
`G n = λ_max n`. -/
theorem rayleigh {G : Matrix (Fin 3) (Fin 3) ℝ} (hG : G.IsHermitian) {n : Fin 3 → ℝ}
    (hn : n ⬝ᵥ n = 1) : n ⬝ᵥ G *ᵥ n ≤ lambdaMax hG ∧
      (n ⬝ᵥ G *ᵥ n = lambdaMax hG ↔ G *ᵥ n = lambdaMax hG • n) := by
  obtain ⟨V, h1, h2, hD⟩ := exists_diag hG
  obtain ⟨w, rfl⟩ : ∃ w, n = V *ᵥ w := ⟨Vᵀ *ᵥ n, by rw [mulVec_mulVec, h2, one_mulVec]⟩
  have iso : ∀ a b : Fin 3 → ℝ, (V *ᵥ a) ⬝ᵥ (V *ᵥ b) = a ⬝ᵥ b := fun a b => by
    rw [dotProduct_mulVec, vecMul_mulVec, h1, vecMul_one]
  have hw : w ⬝ᵥ w = 1 := (iso w w).symm.trans hn
  have hGw : G *ᵥ (V *ᵥ w) = V *ᵥ (diagonal hG.eigenvalues *ᵥ w) := by
    rw [mulVec_mulVec, mulVec_mulVec, hD]
  have hnn : ∀ i, 0 ≤ (lambdaMax hG - hG.eigenvalues i) * w i ^ 2 := fun i =>
    mul_nonneg (sub_nonneg.mpr (Finset.le_sup' hG.eigenvalues (Finset.mem_univ i)))
      (sq_nonneg _)
  -- the gap is a sum of non-negative terms in the eigenbasis
  have key : lambdaMax hG - (V *ᵥ w) ⬝ᵥ G *ᵥ (V *ᵥ w)
      = ∑ i, (lambdaMax hG - hG.eigenvalues i) * w i ^ 2 := by
    rw [hGw, iso]
    calc _ = lambdaMax hG * (w ⬝ᵥ w) - w ⬝ᵥ diagonal hG.eigenvalues *ᵥ w := by
          rw [hw, mul_one]
      _ = _ := by
          simp only [dotProduct, mulVec_diagonal, Finset.mul_sum, ← Finset.sum_sub_distrib]
          exact Finset.sum_congr rfl fun i _ => by ring
  have hs := Finset.sum_nonneg fun i (_ : i ∈ Finset.univ) => hnn i
  refine ⟨by linarith, fun h => ?_, fun h => ?_⟩
  · have h0 := (Finset.sum_eq_zero_iff_of_nonneg fun i _ => hnn i).mp
      (key.symm.trans (sub_eq_zero.mpr h.symm))
    have hd : diagonal hG.eigenvalues *ᵥ w = lambdaMax hG • w := by
      funext i
      rw [mulVec_diagonal, Pi.smul_apply, smul_eq_mul]
      rcases mul_eq_zero.mp (h0 i (Finset.mem_univ i)) with h' | h'
      · rw [sub_eq_zero.mp h']
      · rw [pow_eq_zero_iff two_ne_zero] at h'
        rw [h', mul_zero, mul_zero]
    rw [hGw, hd, mulVec_smul]
  · rw [h, dotProduct_smul, hn, smul_eq_mul, mul_one]
```

## The minimum and its minimisers

`spread_eq_min_iff` reads: for any \(d\), \(c_a\), \(x_a\) and unitary \(U\), \(\Omega(U)=2(\mathrm{tr}\,G-\lambda_{\max})\) if and only if \(Gn=\lambda_{\max}n\). As \(|n|=1\), this \(n\) is a genuine eigenvector. The proof combines `spread_eq` with the equality case of `rayleigh`.

```lean
/-- A unitary gauge has spread `2 (tr G - λ_max)` exactly when its Bloch vector `n`
satisfies `G n = λ_max n`. -/
theorem spread_eq_min_iff {d : ℕ} (c : Fin d → ℝ) (x : Fin d → Fin 3 → ℝ)
    {U : Matrix (Fin 2) (Fin 2) ℂ} (hU : U ∈ unitaryGroup (Fin 2) ℂ) :
    spread c x U = 2 * (trace (gram x) - lambdaMax (gram_isHermitian x)) ↔
      gram x *ᵥ bloch U = lambdaMax (gram_isHermitian x) • bloch U := by
  rw [spread_eq c x hU,
    ← (rayleigh (gram_isHermitian x) ((unit_iff_bloch _).mpr ⟨U, hU, rfl⟩)).2]
  constructor <;> intro h <;> linarith
```

`isLeast_spread` concerns the set of values of \(\Omega\) on \(U(2)\). `IsLeast` means that \(2(\mathrm{tr}\,G-\lambda_{\max})\) belongs to the set and lies below or at each of its elements. For membership the proof picks an index `i` with \(\lambda_i=\lambda_{\max}\), forms column \(i\) of \(V\) by applying \(V\) to `Pi.single i 1`, and obtains a unitary from `unit_iff_bloch`. The lower bound is the inequality in `rayleigh` inserted into `spread_eq`.

```lean
/-- The minimum of the off-diagonal spread over all 2 by 2 unitaries is attained and
equals `2 (tr G - λ_max(G))`. -/
theorem isLeast_spread {d : ℕ} (c : Fin d → ℝ) (x : Fin d → Fin 3 → ℝ) :
    IsLeast {s | ∃ U ∈ unitaryGroup (Fin 2) ℂ, s = spread c x U}
      (2 * (trace (gram x) - lambdaMax (gram_isHermitian x))) := by
  constructor
  · -- a top eigenvector is the Bloch vector of some unitary
    obtain ⟨V, h1, -, hD⟩ := exists_diag (gram_isHermitian x)
    obtain ⟨i, -, hi⟩ :=
      Finset.exists_mem_eq_sup' Finset.univ_nonempty (gram_isHermitian x).eigenvalues
    have hd : diagonal (gram_isHermitian x).eigenvalues *ᵥ (Pi.single i 1 : Fin 3 → ℝ)
        = lambdaMax (gram_isHermitian x) • (Pi.single i 1 : Fin 3 → ℝ) := by
      funext j
      rw [mulVec_diagonal, lambdaMax, hi]
      by_cases h : j = i <;> simp [h]
    obtain ⟨U, hU, hn⟩ := (unit_iff_bloch (V *ᵥ (Pi.single i 1 : Fin 3 → ℝ))).mp (by
      rw [dotProduct_mulVec, vecMul_mulVec, h1, vecMul_one]; simp)
    refine ⟨U, hU, ((spread_eq_min_iff c x hU).mpr ?_).symm⟩
    rw [hn, mulVec_mulVec, hD, ← mulVec_mulVec, hd, mulVec_smul]
  · rintro s ⟨U, hU, rfl⟩
    have h := (rayleigh (gram_isHermitian x) ((unit_iff_bloch _).mpr ⟨U, hU, rfl⟩)).1
    rw [spread_eq c x hU]
    linarith

end

end TwoBandSpread
```

```lean
#print axioms TwoBandSpread.isLeast_spread
```

```
'TwoBandSpread.isLeast_spread' depends on axioms: [propext, Classical.choice, Quot.sound]
```
